# First and second derivatives of the unnormalised Gaussian orbital exp(−x²/2)

The theorem `gauss_derivs` concerns the one-dimensional Gaussian orbital f(x) = exp(−x²/2), a real function without a normalising factor. It states that at every real x the orbital has derivative −x f(x), and that its derivative function has derivative (x² − 1) f(x). The attempt first differentiates the exponent, writing it as −1/2 times y·y, and then applies the chain rule for the exponential. The second derivative follows from the product rule applied to −y f(y).

This version doesn't compile in Lean 4 with Mathlib:

```lean
import Mathlib

open Filter Topology

namespace LaplacianIsoOrbitalIndicator

noncomputable section

/-- The Gaussian orbital `exp (-x² / 2)`. -/
def gauss (x : ℝ) : ℝ := Real.exp (-x ^ 2 / 2)

/-- The Gaussian orbital satisfies `f' = -x f` and `f'' = (x² - 1) f`. -/
theorem gauss_derivs : (∀ x, HasDerivAt gauss (-x * gauss x) x) ∧
    ∀ x, HasDerivAt (deriv gauss) ((x ^ 2 - 1) * gauss x) x := by
  have h : ∀ x, HasDerivAt gauss (-x * gauss x) x := by
    intro x
    have hq : HasDerivAt (fun y : ℝ => -y ^ 2 / 2) (-x) x := by
      have := ((hasDerivAt_id' x).fun_mul (hasDerivAt_id' x)).const_mul (-1 / 2 : ℝ)
      convert this using 1
      · funext y
        ring
      · ring
    exact hq.exp.congr_deriv (mul_comm _ _)
  refine ⟨h, fun x => ?_⟩
  have hd : deriv gauss = fun y => -y * gauss y := funext fun y => (h y).deriv
  rw [hd]
  exact ((hasDerivAt_id' x).fun_neg.fun_mul (h x)).congr_deriv (by ring)

end

end LaplacianIsoOrbitalIndicator
```

Lean reports:

```
Main.lean:20:8: error: Tactic `apply` failed: could not unify the conclusion of `@funext`
  ?f = ?g
with the goal
  Real.instAddCommGroup = Real.normedCommRing.toAddCommGroup

Note: The full type of `@funext` is
  ∀ {α : Sort ?u.81} {β : α → Sort ?u.80} {f g : (x : α) → β x}, (∀ (x : α), f x = g x) → f = g

case e'_4
x : ℝ
this : HasDerivAt (fun y => -1 / 2 * (y * y)) (-1 / 2 * (1 * x + x * 1)) x
⊢ Real.instAddCommGroup = Real.normedCommRing.toAddCommGroup
Main.lean:22:8: error: `ring_nf` made no progress on the goal
Main.lean:17:61: error: unsolved goals
case e'_8
x : ℝ
this : HasDerivAt (fun y => -1 / 2 * (y * y)) (-1 / 2 * (1 * x + x * 1)) x
⊢ (fun y => -y ^ 2 / 2) = fun y => -1 / 2 * (y * y)

case e'_9
x : ℝ
this : HasDerivAt (fun y => -1 / 2 * (y * y)) (-1 / 2 * (1 * x + x * 1)) x
⊢ -x = -1 / 2 * (1 * x + x * 1)
```

Cause. The product rule gives a derivative statement for `-1 / 2 * (y * y)`, and `convert this using 1` has to match it to the one wanted for `-y ^ 2 / 2`. The proof expects two goals, equality of the functions and equality of the derivative values. But `convert` also asks for equalities between implicit arguments, and the first goal is that two additive group structures on the reals are equal. That is not an equality of functions, so `funext` fails. The second bullet's `ring` also makes no progress, on a goal the messages do not show. The two intended equalities come later, as `e'_8` and `e'_9`, and are left unsolved.

The repair states the function equality separately as `hf`, proves it by `funext` and `ring`, and rewrites with it. `congr_deriv` then leaves only the equality of derivative values to `ring`. With `convert` gone, the instance equalities no longer appear as goals; `exact` accepts the two structures as the same by definitional unfolding.

The change, after which it compiles:

```diff
@@ -16,9 +16,10 @@
     intro x
     have hq : HasDerivAt (fun y : ℝ => -y ^ 2 / 2) (-x) x := by
-      have := ((hasDerivAt_id' x).fun_mul (hasDerivAt_id' x)).const_mul (-1 / 2 : ℝ)
-      convert this using 1
-      · funext y
+      have hf : (fun y : ℝ => -y ^ 2 / 2) = fun y => (-1 / 2 : ℝ) * (y * y) := by
+        funext y
         ring
-      · ring
+      rw [hf]
+      exact (((hasDerivAt_id' x).fun_mul (hasDerivAt_id' x)).const_mul
+        (-1 / 2 : ℝ)).congr_deriv (by ring)
     exact hq.exp.congr_deriv (mul_comm _ _)
   refine ⟨h, fun x => ?_⟩
```
